# At a nuclear cusp where a spherical density falls linearly, the potential of a GGA with smooth energy density has $r\,v(r)\to 2e_g$

Take the energy density $e(n,g)=g$, where $n$ is the electron density and $g=|\nabla n|$, and a spherical density that decreases with the distance $r$ from the nucleus. Then $e_n=\partial e/\partial n=0$ and $e_g=\partial e/\partial g=1$. The unit vector $\nabla n/|\nabla n|$ is $-\hat{\mathbf r}$, and the potential is

$$v=-\nabla\cdot(-\hat{\mathbf r})=\frac{1}{r^2}\frac{d}{dr}r^2=\frac{2}{r}.$$

At a cusp the size of the density gradient tends to a non-zero value at the nucleus, but its direction is undefined there, and minus the divergence of the direction field is $2/r$. For a general smooth $e$ the same term appears with the factor $e_g$ at the nucleus. Exchange-correlation potentials of GGA type can therefore diverge at a point nucleus, here in a spherical, spin-unpolarised model with a smooth radial profile.

```lean
import Mathlib

open Filter Topology Set

namespace GGANuclearCusp

noncomputable section
```

## The potential in radial form

An energy density is a function on pairs $(n,g)$, in Lean `e : ℝ × ℝ → ℝ`. Its partial derivatives are ordinary derivatives in one variable with the other held fixed. First $e_n$:

```lean
/-- The partial derivative `e_n` of an energy density `e(n, g)` with respect to the density. -/
def densityDeriv (e : ℝ × ℝ → ℝ) (p : ℝ × ℝ) : ℝ := deriv (fun x => e (x, p.2)) p.1
```

Then $e_g$:

```lean
/-- The partial derivative `e_g` of an energy density `e(n, g)` with respect to the
gradient magnitude. -/
def gradientDeriv (e : ℝ × ℝ → ℝ) (p : ℝ × ℝ) : ℝ := deriv (fun y => e (p.1, y)) p.2
```

Varying $E=\int e(n,|\nabla n|)\,d^3r$ and integrating by parts gives $v=e_n-\nabla\cdot(e_g\nabla n/|\nabla n|)$. For a spherical density, with a prime for $d/dr$,

$$v(r)=e_n-\frac{1}{r^2}\frac{d}{dr}\left(r^2e_g\frac{n'}{|n'|}\right),\qquad g=|n'|.$$

The file takes this formula as the definition of the potential; the variation itself is not formalised.

```lean
/-- The GGA potential `e_n - div (e_g ∇n / |∇n|)` of a spherical density `n(r)`, written in the
radial coordinate, for `r > 0` and non-vanishing density gradient. -/
def ggaPotential (e : ℝ × ℝ → ℝ) (n : ℝ → ℝ) (r : ℝ) : ℝ :=
  densityDeriv e (n r, |deriv n r|)
    - deriv (fun s => s ^ 2 * (gradientDeriv e (n s, |deriv n s|)
        * (deriv n s / |deriv n s|))) r / r ^ 2
```

The profile `n : ℝ → ℝ` is defined on the whole line, and the smoothness conditions at $r=0$ below are two-sided. A cusp in space must therefore be entered as a profile that continues smoothly through $r=0$, such as $e^{-2Zr}$. Writing $e^{-2Z|r|}$ instead, as the picture of a cusp suggests, puts a kink at the origin; Lean's `deriv` is then $0$ there, and the hypotheses of the limit theorem fail.

The profile used for the special case is $n(r)=n_0e^{-2Zr}$, where $n_0$ is the density at the nucleus and $Z$ the nuclear charge in atomic units. Its slope, $n'(0)=-2Zn(0)$, is the one that the Coulomb attraction of a point nucleus imposes.

```lean
/-- The exponential density `n0 exp(-2Zr)`. -/
def expDensity (n0 Z r : ℝ) : ℝ := n0 * Real.exp (-2 * Z * r)
```

The worked example uses the von Weizsäcker energy density $g^2/(8n)$.

```lean
/-- The von Weizsäcker kinetic energy density `g² / (8n)`, for `n > 0`. -/
def vonWeizsacker (p : ℝ × ℝ) : ℝ := p.2 ^ 2 / (8 * p.1)
```

## Smoothness of the partial derivatives

The limit needs $e_g$ to be differentiable along the density. If $e$ is twice continuously differentiable at $p$, its total derivative $De$ is continuously differentiable there, and at every $q$ near $p$

$$e_n(q)=De(q)(1,0),\qquad e_g(q)=De(q)(0,1).$$

Applying $De$ to a fixed direction preserves its smoothness, so both partial derivatives are $C^1$ at $p$.

```lean
/-- If the energy density is twice continuously differentiable at a point, then `e_n` and `e_g`
are continuously differentiable there. -/
theorem contDiffAt_partials {e : ℝ × ℝ → ℝ} {p : ℝ × ℝ} (h : ContDiffAt ℝ 2 e p) :
    ContDiffAt ℝ 1 (densityDeriv e) p ∧ ContDiffAt ℝ 1 (gradientDeriv e) p := by
  have h1 : ContDiffAt ℝ 1 (fderiv ℝ e) p := h.fderiv_right one_add_one_eq_two.le
  have hev := h.eventually (by simp)
  constructor
  · -- `e_n` is the total derivative applied to the direction (1, 0)
    refine (h1.clm_apply (contDiffAt_const (c := ((1 : ℝ), (0 : ℝ))))).congr_of_eventuallyEq ?_
    filter_upwards [hev] with q hq
    have hc : HasDerivAt (fun x : ℝ => (x, q.2)) ((1 : ℝ), (0 : ℝ)) q.1 :=
      (hasDerivAt_id q.1).prodMk (hasDerivAt_const q.1 q.2)
    exact (HasFDerivAt.comp_hasDerivAt (f := fun x : ℝ => (x, q.2)) q.1
      (hq.differentiableAt (by norm_num)).hasFDerivAt hc).deriv
  · -- `e_g` is the total derivative applied to the direction (0, 1)
    refine (h1.clm_apply (contDiffAt_const (c := ((0 : ℝ), (1 : ℝ))))).congr_of_eventuallyEq ?_
    filter_upwards [hev] with q hq
    have hc : HasDerivAt (fun y : ℝ => (q.1, y)) ((0 : ℝ), (1 : ℝ)) q.2 :=
      (hasDerivAt_const q.2 q.1).prodMk (hasDerivAt_id q.2)
    exact (HasFDerivAt.comp_hasDerivAt (f := fun y : ℝ => (q.1, y)) q.2
      (hq.differentiableAt (by norm_num)).hasFDerivAt hc).deriv
```

In the proof, `h1` is the smoothness of $De$. Each half then identifies a partial derivative with a directional one by the chain rule along a coordinate line, on a whole neighbourhood of $p$.

## The sign for a decreasing density

Where $n'<0$, we have $|n'|=-n'$ and $n'/|n'|=-1$. The two minus signs cancel:

$$v(r)=e_n+\frac{1}{r^2}\frac{d}{dr}\left(r^2e_g\right),\qquad g=-n'.$$

The hypothesis asks for negative slope throughout a neighbourhood of $r$, because the replacement is made inside a derivative. The proof establishes the equality of the two functions near $r$ as `hE` and passes to derivatives with `hE.deriv_eq`.

```lean
/-- Where the density has negative slope throughout a neighbourhood of `r`, the GGA potential is
`e_n + r⁻² d/dr (r² e_g)` with `g = -n'`. -/
theorem ggaPotential_of_decreasing {e : ℝ × ℝ → ℝ} {n : ℝ → ℝ} {r : ℝ}
    (h : ∀ᶠ s in 𝓝 r, deriv n s < 0) :
    ggaPotential e n r = densityDeriv e (n r, -deriv n r)
      + deriv (fun s => s ^ 2 * gradientDeriv e (n s, -deriv n s)) r / r ^ 2 := by
  have h0 : deriv n r < 0 := h.self_of_nhds
  -- the unit vector along the density gradient points inwards
  have hE : (fun s => s ^ 2 * (gradientDeriv e (n s, |deriv n s|)
      * (deriv n s / |deriv n s|))) =ᶠ[𝓝 r]
      fun s => -(s ^ 2 * gradientDeriv e (n s, -deriv n s)) := by
    filter_upwards [h] with s hs
    rw [abs_of_neg hs, div_neg, div_self hs.ne]
    ring
  unfold ggaPotential
  rw [hE.deriv_eq, abs_of_neg h0, deriv.fun_neg]
  ring
```

## The divergence near the origin

Let $F$ be continuously differentiable at $0$. For small $r>0$ the product rule gives

$$r\cdot\frac{1}{r^2}\frac{d}{dr}(r^2F)=\frac{2rF+r^2F'}{r}=2F(r)+rF'(r)\longrightarrow 2F(0).$$

The term $rF'$ vanishes because $F'$ is continuous, and hence bounded, near $0$. Forgetting the weight $r^2$ and differentiating $F$ alone would lose exactly the term that survives.

```lean
/-- The radial divergence `r⁻² d/dr (r² F)` of a field `F` that is continuously differentiable
at the origin, multiplied by `r`, tends to `2 F(0)` as `r` tends to 0 from above. -/
theorem tendsto_mul_radialDivergence {F : ℝ → ℝ} (hF : ContDiffAt ℝ 1 F 0) :
    Tendsto (fun r => r * (deriv (fun s => s ^ 2 * F s) r / r ^ 2)) (𝓝[>] (0 : ℝ))
      (𝓝 (2 * F 0)) := by
  have hd : ContinuousAt (fun r => deriv F r) 0 :=
    (hF.fderiv_right (m := 0) (zero_add 1).le).continuousAt.clm_apply continuousAt_const
  have hc : ContinuousAt (fun r : ℝ => 2 * F r + r * deriv F r) 0 :=
    (continuousAt_const.mul hF.continuousAt).add (continuousAt_id.mul hd)
  have h := hc.tendsto
  simp only [zero_mul, add_zero] at h
  refine (h.mono_left nhdsWithin_le_nhds).congr' ?_
  filter_upwards [self_mem_nhdsWithin,
    (hF.eventually (by simp)).filter_mono nhdsWithin_le_nhds] with r hr hFr
  have hr0 : r ≠ 0 := (mem_Ioi.mp hr).ne'
  have hp : HasDerivAt (fun s : ℝ => s ^ 2) (2 * r) r := by simpa using hasDerivAt_pow 2 r
  -- product rule: (r² F)' = 2 r F + r² F'
  rw [(hp.fun_mul (hFr.differentiableAt (by norm_num)).hasDerivAt).deriv,
    mul_div_assoc', eq_div_iff (pow_ne_zero 2 hr0)]
  ring
```

The filter `𝓝[>] (0 : ℝ)` expresses $r\to0^+$. The proof first finds the limit of $2F+rF'$ by continuity, then shows that this expression equals the original one for small positive $r$.

## The limit for a general profile

Let $n$ be $C^2$ at $0$ with $n'(0)<0$, and let $e$ be $C^2$ at $(n(0),-n'(0))$. The curve $r\mapsto(n(r),-n'(r))$ is then $C^1$ at $0$, and so is

$$F(r)=e_g(n(r),-n'(r)).$$

By continuity the slope stays negative near the nucleus, so the simplified potential applies:

$$r\,v(r)=r\,e_n+r\cdot\frac{1}{r^2}\frac{d}{dr}(r^2F)\longrightarrow 0+2F(0)=2e_g(n(0),-n'(0)).$$

```lean
/-- For a density that is twice continuously differentiable in `r` at the nucleus with negative
slope there, and an energy density twice continuously differentiable at the nuclear values
`(n(0), -n'(0))`, the GGA potential satisfies `r v(r) → 2 e_g(n(0), -n'(0))` as `r` tends to 0 from
above. -/
theorem tendsto_mul_ggaPotential {e : ℝ × ℝ → ℝ} {n : ℝ → ℝ} (hn : ContDiffAt ℝ 2 n 0)
    (hn' : deriv n 0 < 0) (he : ContDiffAt ℝ 2 e (n 0, -deriv n 0)) :
    Tendsto (fun r => r * ggaPotential e n r) (𝓝[>] (0 : ℝ))
      (𝓝 (2 * gradientDeriv e (n 0, -deriv n 0))) := by
  have hd : ContDiffAt ℝ 1 (fun s => deriv n s) 0 :=
    (hn.fderiv_right (m := 1) one_add_one_eq_two.le).clm_apply contDiffAt_const
  have hc : ContDiffAt ℝ 1 (fun s => (n s, -deriv n s)) 0 :=
    (hn.of_le (by norm_num)).prodMk hd.neg
  obtain ⟨hN, hG⟩ := contDiffAt_partials he
  have hM : ContDiffAt ℝ 1 (fun s => densityDeriv e (n s, -deriv n s)) 0 :=
    ContDiffAt.comp (g := densityDeriv e) (f := fun s : ℝ => (n s, -deriv n s)) 0 hN hc
  have hF : ContDiffAt ℝ 1 (fun s => gradientDeriv e (n s, -deriv n s)) 0 :=
    ContDiffAt.comp (g := gradientDeriv e) (f := fun s : ℝ => (n s, -deriv n s)) 0 hG hc
  -- the local term r e_n vanishes at the nucleus
  have hA : ContinuousAt (fun r : ℝ => r * densityDeriv e (n r, -deriv n r)) 0 :=
    continuousAt_id.mul hM.continuousAt
  have hA' := hA.tendsto
  simp only [zero_mul] at hA'
  have h := (hA'.mono_left (nhdsWithin_le_nhds (s := Ioi 0))).add
    (tendsto_mul_radialDivergence hF)
  rw [zero_add] at h
  have hneg : ∀ᶠ s in 𝓝 (0 : ℝ), deriv n s < 0 :=
    hd.continuousAt.eventually_lt continuousAt_const hn'
  refine h.congr' ?_
  filter_upwards [hneg.eventually_nhds.filter_mono nhdsWithin_le_nhds] with r hr
  rw [ggaPotential_of_decreasing hr]
  ring
```

Here `hF` is the smoothness of $F$, `hA` makes the local term $r\,e_n$ vanish, and `hneg` keeps the slope negative. The two limits are added, and `ggaPotential_of_decreasing` identifies the sum with $r\,v(r)$.

If $|v(r)|\le C$ for all sufficiently small $r>0$, then $|r\,v(r)|\le rC\to0$. Since a limit is unique, $2e_g=0$ at the nuclear values. A finite potential at such a cusp is thus a condition on the functional.

```lean
/-- Let the density be twice continuously differentiable in `r` at the nucleus with negative slope
there, and the energy density twice continuously differentiable at the nuclear values
`(n(0), -n'(0))`. If the GGA potential is bounded for all sufficiently small `r > 0`, then `e_g = 0`
at these nuclear values. -/
theorem gradientDeriv_eq_zero_of_bounded {e : ℝ × ℝ → ℝ} {n : ℝ → ℝ} {C : ℝ}
    (hn : ContDiffAt ℝ 2 n 0) (hn' : deriv n 0 < 0)
    (he : ContDiffAt ℝ 2 e (n 0, -deriv n 0))
    (hb : ∀ᶠ r in 𝓝[>] (0 : ℝ), |ggaPotential e n r| ≤ C) :
    gradientDeriv e (n 0, -deriv n 0) = 0 := by
  have hC : ContinuousAt (fun r : ℝ => r * C) 0 := continuousAt_id.mul continuousAt_const
  have hC' := hC.tendsto
  simp only [zero_mul] at hC'
  have h0 : Tendsto (fun r => r * ggaPotential e n r) (𝓝[>] (0 : ℝ)) (𝓝 0) := by
    refine squeeze_zero_norm' ?_ (hC'.mono_left nhdsWithin_le_nhds)
    filter_upwards [self_mem_nhdsWithin, hb] with r hr hbr
    have hr' : 0 < r := hr
    rw [Real.norm_eq_abs, abs_mul, abs_of_pos hr']
    exact mul_le_mul_of_nonneg_left hbr hr'.le
  have h := tendsto_nhds_unique (tendsto_mul_ggaPotential hn hn' he) h0
  linarith
```

## The exponential density

Differentiation gives $n'(r)=-2Zn(r)$, so $g(r)=2Zn(r)$.

```lean
/-- The exponential density obeys `n' = -2Z n`. -/
theorem deriv_expDensity (n0 Z r : ℝ) :
    deriv (expDensity n0 Z) r = -(2 * Z * expDensity n0 Z r) := by
  have h : HasDerivAt (fun s : ℝ => n0 * Real.exp (-2 * Z * s))
      (n0 * (Real.exp (-2 * Z * r) * (-2 * Z * 1))) r :=
    (((hasDerivAt_id' r).const_mul (-2 * Z)).exp).const_mul n0
  have h' : deriv (expDensity n0 Z) r = n0 * (Real.exp (-2 * Z * r) * (-2 * Z * 1)) := h.deriv
  rw [h', expDensity]
  ring
```

At the nucleus $n(0)=n_0$ and $-n'(0)=2Zn_0$. Both are positive when $n_0,Z>0$, so $(n_0,2Zn_0)$ lies in the open quadrant $n,g>0$, written `Ioi 0 ×ˢ Ioi 0`. If $e$ is $C^2$ on that quadrant, the general limit becomes

$$r\,v(r)\longrightarrow2e_g(n_0,2Zn_0).$$

Nothing is required of $e$ at $n=0$ or $g=0$. The proof checks the hypotheses of the general theorem and substitutes the nuclear values.

```lean
/-- For `n(r) = n0 exp(-2Zr)` with `n0, Z > 0` and an energy density twice continuously
differentiable for `n, g > 0`, the GGA potential satisfies `r v(r) → 2 e_g(n0, 2Z n0)` as `r` tends
to 0 from above. -/
theorem tendsto_mul_ggaPotential_exp {e : ℝ × ℝ → ℝ} {n0 Z : ℝ} (hn0 : 0 < n0) (hZ : 0 < Z)
    (he : ContDiffOn ℝ 2 e (Ioi 0 ×ˢ Ioi 0)) :
    Tendsto (fun r => r * ggaPotential e (expDensity n0 Z) r) (𝓝[>] (0 : ℝ))
      (𝓝 (2 * gradientDeriv e (n0, 2 * Z * n0))) := by
  have h0 : expDensity n0 Z 0 = n0 := by simp [expDensity]
  have hd : deriv (expDensity n0 Z) 0 = -(2 * Z * n0) := by rw [deriv_expDensity, h0]
  have hpos : 0 < 2 * Z * n0 := by positivity
  have hs : ContDiff ℝ 2 (fun r : ℝ => n0 * Real.exp (-2 * Z * r)) := by fun_prop
  have hp : ContDiffAt ℝ 2 e (n0, 2 * Z * n0) :=
    he.contDiffAt ((isOpen_Ioi.prod isOpen_Ioi).mem_nhds ⟨hn0, hpos⟩)
  have key := tendsto_mul_ggaPotential (e := e) (n := expDensity n0 Z) hs.contDiffAt
    (by rw [hd]; linarith) (by rw [h0, hd, neg_neg]; exact hp)
  rwa [h0, hd, neg_neg] at key
```

## The von Weizsäcker potential in closed form

For $e=g^2/(8n)$ and $g=2Zn$,

$$e_g=\frac{g}{4n}=\frac Z2,\qquad e_n=-\frac{g^2}{8n^2}=-\frac{Z^2}{2}.$$

Both are constant along this density, so for every $r>0$

$$v(r)=-\frac{Z^2}{2}+\frac1{r^2}\frac{d}{dr}\left(\frac{Z}{2}r^2\right)=\frac Zr-\frac{Z^2}{2}.$$

Multiplying by $r$ and letting $r\to0^+$ gives $Z=2e_g$, as the limit theorem requires. Added to the nuclear attraction $-Z/r$, this kinetic potential leaves the constant $-Z^2/2$, the ground-state energy of one electron in the field of charge $Z$.

```lean
/-- For the von Weizsäcker energy density and `n(r) = n0 exp(-2Zr)` with `n0, Z > 0`, the
potential at every `r > 0` is `Z/r - Z²/2`. -/
theorem ggaPotential_vonWeizsacker {n0 Z r : ℝ} (hn0 : 0 < n0) (hZ : 0 < Z) (hr : 0 < r) :
    ggaPotential vonWeizsacker (expDensity n0 Z) r = Z / r - Z ^ 2 / 2 := by
  have hpos : ∀ s, 0 < expDensity n0 Z s := fun s => mul_pos hn0 (Real.exp_pos _)
  have hp : ∀ b : ℝ, HasDerivAt (fun s : ℝ => s ^ 2) (2 * b) b := fun b => by
    simpa using hasDerivAt_pow 2 b
  -- e_g = g / (4n) is the constant Z/2 along this density
  have hG : ∀ s, gradientDeriv vonWeizsacker
      (expDensity n0 Z s, -deriv (expDensity n0 Z) s) = Z / 2 := fun s => by
    have hs := hpos s
    rw [deriv_expDensity, neg_neg]
    refine ((hp (2 * Z * expDensity n0 Z s)).div_const (8 * expDensity n0 Z s)).deriv.trans ?_
    rw [div_eq_div_iff (by positivity) two_ne_zero]
    ring
  -- e_n = -g² / (8n²) is the constant -Z²/2
  have hN : densityDeriv vonWeizsacker
      (expDensity n0 Z r, -deriv (expDensity n0 Z) r) = -(Z ^ 2 / 2) := by
    have hs := hpos r
    rw [deriv_expDensity, neg_neg]
    refine ((hasDerivAt_const (expDensity n0 Z r) ((2 * Z * expDensity n0 Z r) ^ 2)).fun_div
      ((hasDerivAt_id' (expDensity n0 Z r)).const_mul 8) (by positivity)).deriv.trans ?_
    rw [div_eq_iff (by positivity)]
    ring
  have hneg : ∀ s, deriv (expDensity n0 Z) s < 0 := fun s => by
    have hs := hpos s
    rw [deriv_expDensity]
    exact neg_neg_of_pos (by positivity)
  rw [ggaPotential_of_decreasing (Eventually.of_forall hneg), hN]
  simp only [hG]
  rw [((hp r).mul_const (Z / 2)).deriv]
  have h2 : 2 * r * (Z / 2) / r ^ 2 = Z / r := by
    rw [div_eq_div_iff (by positivity) hr.ne']
    ring
  rw [h2]
  ring

end

end GGANuclearCusp
```

In the proof, `hG` and `hN` are the two constants, and `hneg` supplies the negative slope. What remains is the derivative of $r^2$ times a constant.

```lean
#print axioms GGANuclearCusp.tendsto_mul_ggaPotential
#print axioms GGANuclearCusp.gradientDeriv_eq_zero_of_bounded
#print axioms GGANuclearCusp.tendsto_mul_ggaPotential_exp
#print axioms GGANuclearCusp.ggaPotential_vonWeizsacker
```

```
'GGANuclearCusp.tendsto_mul_ggaPotential' depends on axioms: [propext, Classical.choice, Quot.sound]
'GGANuclearCusp.gradientDeriv_eq_zero_of_bounded' depends on axioms: [propext, Classical.choice, Quot.sound]
'GGANuclearCusp.tendsto_mul_ggaPotential_exp' depends on axioms: [propext, Classical.choice, Quot.sound]
'GGANuclearCusp.ggaPotential_vonWeizsacker' depends on axioms: [propext, Classical.choice, Quot.sound]
```

## The $1/r$ term in an atomic calculation

Many programs store a GGA as a function of $\sigma=g^2$. Then $e_g=2g\,e_\sigma$, and the coefficient of $1/r$ is $4g\,e_\sigma$ at the nucleus. In a radial Kohn–Sham equation with a point nucleus, an exchange-correlation potential of this kind changes the leading term from $-Z/r$ to $-(Z-2e_g)/r$. An $s$ orbital $\varphi$ in that potential starts with $\varphi'(0)=-(Z-2e_g)\varphi(0)$ instead of $-Z\varphi(0)$.

In a basis-set calculation the divergence is usually integrated by parts. The matrix element for a product $\chi$ of two basis functions is then

$$\int\left(e_n\,\chi+e_g\frac{\nabla n}{|\nabla n|}\cdot\nabla\chi\right)d^3r,$$

and the $1/r$ term is never evaluated on the grid. For a single spherical atom described by Gaussians centred on the nucleus, the density is even in $r$ and $n'(0)=0$, so the hypothesis of negative slope fails. These remarks on orbitals and matrix elements are ordinary calculus added to the theorems, which concern the potential alone.
